# Adding a coupled orbital to a one-orbital molecule lowers its lowest level, but may raise or lower its transmission in a junction

If I judge a basis set for a junction by whether the transmission went up, I may keep the wrong basis and report the wrong conductance. Yet that is the habit I carry over from total energies, where a lower variational energy means a better basis for that energy. Suppose my molecule has one orbital attached to the leads, and I add a second orbital that couples only to the first. The lowest level goes down, as it should. Does the transmission also move in a fixed direction, and if not, what decides?

## The orbital energies relative to E and the coupling decide the direction

No, it has no fixed direction. Let the contact orbital have energy e, the added orbital energy d, and their coupling be v ≠ 0, all real. The leads broaden only the contact orbital, by g > 0. At energy E, write a = E − e and b = E − d. The matrix to invert, E + ig diag(1,0) − H, is

M = [[a + ig, −v], [−v, b]]

Its determinant is (ab − v²) + igb, with squared modulus

D = (ab − v²)² + g²b²

This is positive: if b ≠ 0 the second term is, and if b = 0 the first equals v⁴. So G = M⁻¹ exists. Numbering the orbitals 0 and 1, its contact element is G₀₀ = b/det M, and the two transmissions are

T₂ = g²|G₀₀|² = g²b²/D

T₁ = g²/(a² + g²)

with and without the added orbital. Both denominators are positive, so T₂ > T₁ exactly when g²b²(a² + g²) − g²D > 0. Expanding D, the terms a²b² and g²b² cancel, leaving

g²b²(a² + g²) − g²D = g²v²(2ab − v²)

Hence T₂ > T₁ if and only if v² < 2(e − E)(d − E). At E = 0 with e > 0 this reads d > v²/(2e).

The levels λ of the isolated pair obey (λ − e)(λ − d) = v², so the lower one is

λ₋ = (e + d)/2 − √(((e − d)/2)² + v²)

Since v ≠ 0, the root exceeds (d − e)/2, and therefore λ₋ < e for every d.

The formula for T₂ also gives the extremes. T₂ = 1 means D = g²b², that is (e − E)(d − E) = v²; T₂ = 0 means d = E. The added orbital can open the channel fully or block it.

## Three added orbitals in numbers

Take e = g = v = 1 and E = 0, so that T₁ = 1/2 and the threshold is d = 1/2.

- For d = 2, T₂ = 4/(1 + 4) = 0.8, and λ₋ ≈ 0.38.
- For d = 1/2, T₂ = (1/4)/(1/4 + 1/4) = 1/2, unchanged.
- For d = 1/4, T₂ = (1/16)/(9/16 + 1/16) = 0.1, and λ₋ ≈ −0.44.

The last orbital lowers the level more than the first does, yet it suppresses the transmission. Removing it again would raise the transmission from 0.1 to 0.5 while making the basis smaller. Even in this non-interacting two-orbital model, then, a rise in transmission does not by itself show that the basis is better.

## What the Lean theorems say

`hamiltonian` is the real symmetric matrix H in an orthonormal basis. `energyLevels` is the set of its eigenvalues, each with a nonzero eigenvector, and `groundEnergy` is λ₋, a one-particle level and not a total energy. `openSystem` is M, `greenFunction` its matrix inverse, and `transmission` is g² times the squared norm of the entry `0 0`, which is G₀₀. `oneOrbitalTransmission` is built from the scalar Green function.

The constant g stands for two identical leads with an energy-independent coupling: each has width g, and together they contribute −ig to the contact orbital's self-energy. The transmission formula is taken as a definition, not derived from scattering theory. The model leaves out orbital overlap, direct coupling of the added orbital to the leads, and self-consistent changes of H.

`transmission_not_variational` assumes e > 0, g > 0 and v ≠ 0, with any real d. Its first half says that `groundEnergy` is the least element of `energyLevels` and lies strictly below e; its second half is the threshold at E = 0. `transmission_increases_iff` gives the criterion at any real E and for either sign of e, and `transmission_extremes` gives the conditions for T₂ = 1 and T₂ = 0.

```lean
import Mathlib

open Matrix

namespace TransmissionNotVariational

noncomputable section

/-- The Hamiltonian of a contact orbital at energy `e` coupled by `v` to an added basis
orbital at energy `d`. -/
def hamiltonian (e v d : ℝ) : Matrix (Fin 2) (Fin 2) ℝ := !![e, v; v, d]

/-- The energy levels of the isolated two-orbital system: the eigenvalues of its Hamiltonian. -/
def energyLevels (e v d : ℝ) : Set ℝ :=
  {l | ∃ x : Fin 2 → ℝ, x ≠ 0 ∧ hamiltonian e v d *ᵥ x = l • x}

/-- The lower root of the two-level secular equation. -/
def groundEnergy (e v d : ℝ) : ℝ := (e + d) / 2 - √(((e - d) / 2) ^ 2 + v ^ 2)

/-- The matrix `E + i g diag(1,0) - H`, in which the leads broaden only the contact orbital. -/
def openSystem (e v d g E : ℝ) : Matrix (Fin 2) (Fin 2) ℂ :=
  (E : ℂ) • (1 : Matrix (Fin 2) (Fin 2) ℂ) + (Complex.I * g) • !![1, 0; 0, 0]
    - (hamiltonian e v d).map (fun x => (x : ℂ))

/-- The inverse of `openSystem`, for parameters at which that matrix is invertible; for `g > 0` it
is the retarded Green function. -/
def greenFunction (e v d g E : ℝ) : Matrix (Fin 2) (Fin 2) ℂ := (openSystem e v d g E)⁻¹

/-- The transmission `g² |G₀₀|²` through the contact orbital (index `0`) in the two-orbital basis,
for parameters at which `openSystem` is invertible. -/
def transmission (e v d g E : ℝ) : ℝ := g ^ 2 * ‖greenFunction e v d g E 0 0‖ ^ 2

/-- The transmission `g² |1/(E - e + i g)|²` with the contact orbital alone, for `g ≠ 0`
or `E ≠ e`. -/
def oneOrbitalTransmission (e g E : ℝ) : ℝ :=
  g ^ 2 * ‖((E : ℂ) - e + Complex.I * g)⁻¹‖ ^ 2

/-- The open-system matrix written out entry by entry. -/
theorem openSystem_eq (e v d g E : ℝ) :
    openSystem e v d g E =
      !![(E : ℂ) - e + Complex.I * g, -(v : ℂ); -(v : ℂ), (E : ℂ) - d] := by
  ext i j
  fin_cases i <;> fin_cases j <;> simp [openSystem, hamiltonian]
  ring

/-- For `g > 0` and `v ≠ 0` the squared modulus of the open-system determinant is positive
at every real energy. -/
theorem denominator_pos (e d E : ℝ) {v g : ℝ} (hg : 0 < g) (hv : v ≠ 0) :
    0 < ((E - e) * (E - d) - v ^ 2) ^ 2 + (g * (E - d)) ^ 2 := by
  by_cases h : E - d = 0
  · rw [h]
    have : 0 < (v ^ 2) ^ 2 := by positivity
    nlinarith
  · have : 0 < (g * (E - d)) ^ 2 := by positivity
    nlinarith [sq_nonneg ((E - e) * (E - d) - v ^ 2)]

/-- The squared modulus of the determinant, separated into real and imaginary parts. -/
theorem norm_det_sq (e v d g E : ℝ) :
    ‖((E : ℂ) - e + Complex.I * g) * ((E : ℂ) - d) - (v : ℂ) * v‖ ^ 2 =
      ((E - e) * (E - d) - v ^ 2) ^ 2 + (g * (E - d)) ^ 2 := by
  rw [Complex.sq_norm, Complex.normSq_apply]
  simp only [Complex.sub_re, Complex.sub_im, Complex.add_re, Complex.add_im, Complex.mul_re,
    Complex.mul_im, Complex.ofReal_re, Complex.ofReal_im, Complex.I_re, Complex.I_im]
  ring

/-- For `g > 0` and `v ≠ 0` the Green function is a true inverse at every real energy. -/
theorem openSystem_mul_greenFunction (e d E : ℝ) {v g : ℝ} (hg : 0 < g) (hv : v ≠ 0) :
    openSystem e v d g E * greenFunction e v d g E = 1 := by
  apply Matrix.mul_nonsing_inv
  rw [isUnit_iff_ne_zero, openSystem_eq, Matrix.det_fin_two_of, neg_mul_neg]
  intro h
  have h1 := norm_det_sq e v d g E
  have h2 := denominator_pos e d E hg hv
  rw [h, norm_zero] at h1
  linarith

/-- The two-orbital transmission in closed form, wherever the denominator is nonzero. -/
theorem transmission_eq (e v d g E : ℝ) :
    transmission e v d g E =
      (g * (E - d)) ^ 2 / (((E - e) * (E - d) - v ^ 2) ^ 2 + (g * (E - d)) ^ 2) := by
  -- the contact element of the inverse, from the adjugate
  have hG : greenFunction e v d g E 0 0 =
      ((E : ℂ) - d) / (((E : ℂ) - e + Complex.I * g) * ((E : ℂ) - d) - (v : ℂ) * v) := by
    rw [greenFunction, openSystem_eq, Matrix.inv_def, Matrix.det_fin_two_of,
      Matrix.adjugate_fin_two_of, Ring.inverse_eq_inv', neg_mul_neg]
    exact (div_eq_inv_mul _ _).symm
  have hn : ‖(E : ℂ) - d‖ ^ 2 = (E - d) ^ 2 := by
    rw [Complex.sq_norm, Complex.normSq_apply]
    simp only [Complex.sub_re, Complex.sub_im, Complex.ofReal_re, Complex.ofReal_im]
    ring
  rw [transmission, hG, norm_div, div_pow, norm_det_sq, hn, mul_pow, mul_div_assoc]

/-- The one-orbital transmission in closed form; for `g ≠ 0` it is a Lorentzian in energy. -/
theorem oneOrbitalTransmission_eq (e g E : ℝ) :
    oneOrbitalTransmission e g E = g ^ 2 / ((E - e) ^ 2 + g ^ 2) := by
  have hn : ‖(E : ℂ) - e + Complex.I * g‖ ^ 2 = (E - e) ^ 2 + g ^ 2 := by
    rw [Complex.sq_norm, Complex.normSq_apply]
    simp only [Complex.sub_re, Complex.sub_im, Complex.add_re, Complex.add_im, Complex.mul_re,
      Complex.mul_im, Complex.ofReal_re, Complex.ofReal_im, Complex.I_re, Complex.I_im]
    ring
  rw [oneOrbitalTransmission, norm_inv, inv_pow, hn, div_eq_mul_inv]

/-- For `g > 0` and `v ≠ 0`, adding the second orbital raises the transmission at energy `E`
exactly when `v² < 2 (e - E) (d - E)`. -/
theorem transmission_increases_iff (e d E : ℝ) {v g : ℝ} (hg : 0 < g) (hv : v ≠ 0) :
    oneOrbitalTransmission e g E < transmission e v d g E ↔
      v ^ 2 < 2 * (e - E) * (d - E) := by
  have h1 : 0 < (E - e) ^ 2 + g ^ 2 := by positivity
  have hp : 0 < g ^ 2 * v ^ 2 := by positivity
  rw [oneOrbitalTransmission_eq, transmission_eq,
    div_lt_div_iff₀ h1 (denominator_pos e d E hg hv), ← sub_pos]
  -- after cross-multiplication only terms containing `v` survive
  have key : (g * (E - d)) ^ 2 * ((E - e) ^ 2 + g ^ 2) -
      g ^ 2 * (((E - e) * (E - d) - v ^ 2) ^ 2 + (g * (E - d)) ^ 2) =
      (g ^ 2 * v ^ 2) * (2 * (e - E) * (d - E) - v ^ 2) := by ring
  rw [key, mul_pos_iff_of_pos_left hp, sub_pos]

/-- For `v ≠ 0`, `groundEnergy` is the lowest energy level, and it lies strictly below the
energy `e` of the contact orbital alone. -/
theorem groundEnergy_variational (e d : ℝ) {v : ℝ} (hv : v ≠ 0) :
    IsLeast (energyLevels e v d) (groundEnergy e v d) ∧ groundEnergy e v d < e := by
  have hv2 : 0 < v ^ 2 := by positivity
  have hs : √(((e - d) / 2) ^ 2 + v ^ 2) ^ 2 = ((e - d) / 2) ^ 2 + v ^ 2 :=
    Real.sq_sqrt (by positivity)
  refine ⟨⟨⟨![v, groundEnergy e v d - e], ?_, ?_⟩, ?_⟩, ?_⟩
  · intro h
    exact hv (by simpa using congrFun h 0)
  · -- the secular equation makes this vector an eigenvector
    have hsec : (groundEnergy e v d - e) * (groundEnergy e v d - d) = v ^ 2 := by
      unfold groundEnergy
      linear_combination hs
    ext i
    fin_cases i
    · simp [hamiltonian, Matrix.mulVec, dotProduct, Fin.sum_univ_succ]
      ring
    · simp [hamiltonian, Matrix.mulVec, dotProduct, Fin.sum_univ_succ]
      linear_combination -hsec
  · rintro l ⟨x, hx, h⟩
    have h0 : e * x 0 + v * x 1 = l * x 0 := by
      simpa [hamiltonian, Matrix.mulVec, dotProduct, Fin.sum_univ_succ] using congrFun h 0
    have h1 : v * x 0 + d * x 1 = l * x 1 := by
      simpa [hamiltonian, Matrix.mulVec, dotProduct, Fin.sum_univ_succ] using congrFun h 1
    -- every level obeys the secular equation
    have hsec : (l - e) * (l - d) - v ^ 2 = 0 := by
      by_contra hne
      have hx0 : x 0 = 0 := (mul_eq_zero.mp (show ((l - e) * (l - d) - v ^ 2) * x 0 = 0 by
        linear_combination -(l - d) * h0 - v * h1)).resolve_left hne
      have hx1 : x 1 = 0 := (mul_eq_zero.mp (show ((l - e) * (l - d) - v ^ 2) * x 1 = 0 by
        linear_combination -(l - e) * h1 - v * h0)).resolve_left hne
      apply hx
      ext i
      fin_cases i
      · exact hx0
      · exact hx1
    have hb : |l - (e + d) / 2| ≤ √(((e - d) / 2) ^ 2 + v ^ 2) :=
      Real.abs_le_sqrt (by nlinarith)
    have := (abs_le.mp hb).1
    unfold groundEnergy
    linarith
  · have : (d - e) / 2 < √(((e - d) / 2) ^ 2 + v ^ 2) :=
      Real.lt_sqrt_of_sq_lt (by nlinarith)
    unfold groundEnergy
    linarith

/-- For `e, g > 0` and `v ≠ 0`, the added orbital always lowers the lowest level below `e`,
but it raises the zero-energy transmission above `g²/(e² + g²)` only if `d > v²/(2e)`,
and then always. -/
theorem transmission_not_variational (d : ℝ) {e v g : ℝ} (he : 0 < e) (hg : 0 < g)
    (hv : v ≠ 0) :
    (IsLeast (energyLevels e v d) (groundEnergy e v d) ∧ groundEnergy e v d < e) ∧
      (g ^ 2 / (e ^ 2 + g ^ 2) < transmission e v d g 0 ↔ v ^ 2 / (2 * e) < d) := by
  refine ⟨groundEnergy_variational e d hv, ?_⟩
  have h := transmission_increases_iff e d 0 hg hv
  rw [oneOrbitalTransmission_eq, zero_sub, neg_sq, sub_zero, sub_zero] at h
  rw [h, div_lt_iff₀ (by positivity : 0 < 2 * e), mul_comm d (2 * e)]

/-- For `g > 0` and `v ≠ 0`, the two-orbital transmission is one exactly when
`(e - E) (d - E) = v²`, and zero exactly when the added orbital lies at energy `E`. -/
theorem transmission_extremes (e d E : ℝ) {v g : ℝ} (hg : 0 < g) (hv : v ≠ 0) :
    (transmission e v d g E = 1 ↔ (e - E) * (d - E) = v ^ 2) ∧
      (transmission e v d g E = 0 ↔ d = E) := by
  have hD := (denominator_pos e d E hg hv).ne'
  rw [transmission_eq]
  constructor
  · rw [div_eq_one_iff_eq hD]
    constructor
    · intro h
      have h0 : (E - e) * (E - d) - v ^ 2 = 0 :=
        pow_eq_zero_iff (two_ne_zero) |>.mp (by linarith)
      linear_combination h0
    · intro h
      have h0 : (E - e) * (E - d) - v ^ 2 = 0 := by linear_combination h
      rw [h0]
      ring
  · rw [div_eq_zero_iff, or_iff_left hD, pow_eq_zero_iff two_ne_zero, mul_eq_zero,
      or_iff_right hg.ne', sub_eq_zero]
    exact eq_comm

end

end TransmissionNotVariational
```

```lean
#print axioms TransmissionNotVariational.openSystem_mul_greenFunction
-- 'TransmissionNotVariational.openSystem_mul_greenFunction' depends on axioms: [propext, Classical.choice, Quot.sound]
#print axioms TransmissionNotVariational.transmission_not_variational
-- 'TransmissionNotVariational.transmission_not_variational' depends on axioms: [propext, Classical.choice, Quot.sound]
#print axioms TransmissionNotVariational.transmission_extremes
-- 'TransmissionNotVariational.transmission_extremes' depends on axioms: [propext, Classical.choice, Quot.sound]
```

## From the matrix inverse to the threshold

`openSystem_eq` writes out M. `norm_det_sq` computes D from real and imaginary parts, and `denominator_pos` shows it positive by the same split on b = 0. Together they give `openSystem_mul_greenFunction`, which confirms that G really inverts M. `transmission_eq` then reads G₀₀ from the adjugate and obtains T₂, while `oneOrbitalTransmission_eq` obtains T₁.

In `transmission_increases_iff`, `div_lt_div_iff₀` does the cross-multiplication, and the identity `key`, proved by `ring`, is the cancellation above. The positive factor g²v² is then removed, leaving the sign of 2(e − E)(d − E) − v².

`groundEnergy_variational` has three tasks. It shows that λ₋ is a level by exhibiting the unnormalised eigenvector (v, λ₋ − e), which is nonzero because v is; dividing by √(v² + (λ₋ − e)²) normalises it. It shows that no level is lower: for any eigenvector x, the secular polynomial times each component of x vanishes, so the polynomial itself does. Every level therefore differs from the mean (e + d)/2 by at most √(((e − d)/2)² + v²), which is the use of `Real.abs_le_sqrt`. Finally, `Real.lt_sqrt_of_sq_lt` supplies the strict inequality behind λ₋ < e.

The main theorem joins this to the criterion at E = 0 and divides by 2e. `transmission_extremes` follows from the closed form of T₂, by setting the fraction equal to one and then to zero.
